# Within a spin multiplet, the spin density is proportional to the projection M

A triplet molecule has three spin components, with M = 1, 0 and −1. A calculation often delivers the one with M = 1, and with it the spin density: how much spin polarisation sits in each region of the molecule. What are the spin densities of the other two components?

They follow from the first by a factor that is the same in every region. For total spin \(S>0\), the component with projection \(M\) has \(M/S\) times the spin density of the component with \(M=S\). In electronic-structure work this converts a high-spin result to another component, provided the state is spin-pure; a spin-contaminated determinant is not. The law is a special case of the Wigner–Eckart theorem, for the z component of a vector operator, and ladder operators suffice to derive it.

## The operators and their relations

```lean
import Mathlib

open scoped InnerProductSpace ComplexConjugate

noncomputable section

namespace SpinDensityScaling

variable {V : Type*} [NormedAddCommGroup V] [InnerProductSpace ℂ V]
```

The states live in `V`, a complex inner-product space of any dimension. The inner product `⟪u, v⟫_ℂ` is linear in its second argument, as in Dirac notation.

```lean
/-- The total spin operators `Sp`, `Sm`, `Sz` together with a spin-density operator `T0` and
its lowering partner `T`: `Sm` is adjoint to `Sp`, and the five commutators are those of a
spin and a vector operator. -/
structure IsSpinDensity (Sp Sm Sz T0 T : Module.End ℂ V) : Prop where
  adj : ∀ u v, ⟪Sm u, v⟫_ℂ = ⟪u, Sp v⟫_ℂ
  spin_comm : ∀ v, Sp (Sm v) - Sm (Sp v) = (2 : ℂ) • Sz v
  lower_comm : ∀ v, Sz (Sm v) - Sm (Sz v) = -Sm v
  density_comm : ∀ v, T0 (Sm v) - Sm (T0 v) = -T v
  partner_comm : ∀ v, Sm (T v) = T (Sm v)
  raise_comm : ∀ v, Sp (T v) - T (Sp v) = (2 : ℂ) • T0 v
```

`Module.End ℂ V` is the type of linear maps from `V` to itself. `Sp`, `Sm` and `Sz` are the total spin operators \(S_+\), \(S_-\) and \(S_z\), with \(\hbar=1\). `T0` is the spin density \(T_0\), and `T` is its lowering partner. The six fields say

\[
\langle S_-u,v\rangle=\langle u,S_+v\rangle,\quad [S_+,S_-]=2S_z,\quad [S_z,S_-]=-S_-,
\]
\[
[T_0,S_-]=-T,\quad [S_-,T]=0,\quad [S_+,T]=2T_0 .
\]

For electrons and a region \(A\), think of \(T_0=\sum_i\chi_A(\mathbf r_i)\,s_z(i)\) and \(T=\sum_i\chi_A(\mathbf r_i)\,s_-(i)\), where \(\chi_A\) is 1 inside \(A\) and 0 outside. The commutators state that the density turns under spin rotations as a vector does. They are assumed here; to apply the theorems to a molecule, one must still derive them from the definition of its density operator.

Two conventions differ from common use. \(T\) is \(T_x-iT_y\), which is \(\sqrt2\) times the spherical component \(T_{-1}\). And \(T_0\) counts spin in units of \(\hbar\), so it is half of the difference between up and down densities.

## Moving along the ladder

```lean
/-- Applying an operator `k + 1` times is applying it once more after `k` times. -/
theorem pow_succ_apply (A : Module.End ℂ V) (k : ℕ) (v : V) :
    (A ^ (k + 1)) v = A ((A ^ k) v) := by
  rw [pow_succ', Module.End.mul_apply]
```

This is \(A^{k+1}v=A(A^kv)\), the form in which the inductions use powers.

```lean
variable {Sp Sm Sz T0 T : Module.End ℂ V} {x y : V} {s : ℝ}

/-- Lowering a state of projection `s` by `k` steps gives projection `s - k`. -/
theorem projection_lowered (h : IsSpinDensity Sp Sm Sz T0 T)
    (hz : Sz x = (s : ℂ) • x) (k : ℕ) :
    Sz ((Sm ^ k) x) = ((s : ℂ) - k) • (Sm ^ k) x := by
  induction k with
  | zero => simp [hz]
  | succ k ih =>
    have h1 := h.lower_comm ((Sm ^ k) x)
    rw [ih, map_smul] at h1
    rw [pow_succ_apply]
    push_cast
    linear_combination (norm := module) h1
```

The real number `s` is the projection of the top state \(x\), usually written \(S\); it is not the spin of one electron. Write \(x_k=S_-^kx\), where \(k\) counts lowering steps. The claim is \(S_zx_k=(s-k)x_k\), so \(M=s-k\). It holds for \(k=0\), and

\[
S_zx_{k+1}=S_-S_zx_k-S_-x_k=(s-k-1)\,x_{k+1}.
\]

In Lean, `h1` is the commutator applied to \(x_k\), and `linear_combination (norm := module)` checks that the goal follows from it by vector algebra.

```lean
/-- Raising undoes one lowering step, up to a factor, on the multiplet built from a state `x`
with `Sp x = 0` and projection `s`. -/
theorem raise_lowered (h : IsSpinDensity Sp Sm Sz T0 T) (hx : Sp x = 0)
    (hz : Sz x = (s : ℂ) • x) (k : ℕ) :
    Sp ((Sm ^ (k + 1)) x) = (((k : ℂ) + 1) * (2 * s - k)) • (Sm ^ k) x := by
  induction k with
  | zero =>
    have h1 := h.spin_comm x
    rw [hx, hz, map_zero] at h1
    simp only [zero_add, pow_one, pow_zero, Module.End.one_apply, Nat.cast_zero]
    linear_combination (norm := module) h1
  | succ k ih =>
    have h1 := h.spin_comm ((Sm ^ (k + 1)) x)
    rw [ih, map_smul, ← pow_succ_apply Sm k x, projection_lowered h hz] at h1
    rw [pow_succ_apply Sm (k + 1) x]
    push_cast at h1 ⊢
    linear_combination (norm := module) h1
```

The hypothesis `Sp x = 0` says that \(x\) is the top of its multiplet. The claim is \(S_+x_{k+1}=c_kx_k\) with \(c_k=(k+1)(2s-k)\). First, \(S_+S_-x=S_-S_+x+2S_zx=2s\,x\). Then

\[
S_+x_{k+2}=S_-S_+x_{k+1}+2S_zx_{k+1}=\bigl[c_k+2(s-k-1)\bigr]x_{k+1}=c_{k+1}x_{k+1},
\]

because the bracket equals \((k+2)(2s-k-1)\).

```lean
/-- One lowering operator can be removed from both sides of an overlap with the multiplet of
a state `x` with `Sp x = 0` and projection `s`, at the cost of the ladder factor. -/
theorem inner_lowered (h : IsSpinDensity Sp Sm Sz T0 T) (hx : Sp x = 0)
    (hz : Sz x = (s : ℂ) • x) (k : ℕ) (v : V) :
    ⟪(Sm ^ (k + 1)) x, Sm v⟫_ℂ = ((k : ℂ) + 1) * (2 * s - k) * ⟪(Sm ^ k) x, v⟫_ℂ := by
  have h1 : ⟪(Sm ^ (k + 1)) x, Sm v⟫_ℂ = ⟪Sp ((Sm ^ (k + 1)) x), v⟫_ℂ := by
    rw [← inner_conj_symm ((Sm ^ (k + 1)) x) (Sm v), h.adj v, inner_conj_symm]
  -- the ladder factor is real
  have hr : ((k : ℂ) + 1) * (2 * s - k) = ((((k : ℝ) + 1) * (2 * s - k) : ℝ) : ℂ) := by simp
  have hc : conj (((k : ℂ) + 1) * (2 * s - k)) = ((k : ℂ) + 1) * (2 * s - k) := by
    rw [hr, Complex.conj_ofReal]
  rw [h1, raise_lowered h hx hz, inner_smul_left, hc]
```

Moving \(S_-\) to the left side of the inner product gives, for any \(v\),

\[
\langle x_{k+1},S_-v\rangle=\langle S_+x_{k+1},v\rangle=c_k\langle x_k,v\rangle .
\]

The factor leaves the left slot complex-conjugated, so the proof also records that \(c_k\) is real. With \(v=x_k\), this gives the norms: \(n_{k+1}=c_kn_k\), where \(n_k=\langle x_k,x_k\rangle\).

## From the partner to the density

```lean
/-- If `Sp y = 0`, the matrix element of the lowering partner `T` between `Sm x` and `y` is
twice the matrix element of the spin density between `x` and `y`. -/
theorem inner_partner (h : IsSpinDensity Sp Sm Sz T0 T) (hy : Sp y = 0) :
    ⟪Sm x, T y⟫_ℂ = 2 * ⟪x, T0 y⟫_ℂ := by
  have h1 := h.raise_comm y
  rw [hy, map_zero, sub_zero] at h1
  rw [h.adj, h1, inner_smul_right]
```

Let \(y\) be a second state with \(S_+y=0\). Then

\[
\langle S_-x,Ty\rangle=\langle x,S_+Ty\rangle=\langle x,TS_+y+2T_0y\rangle=2\langle x,T_0y\rangle .
\]

```lean
/-- Matrix elements of the lowering partner `T` between neighbouring members of the multiplets of
`x` and `y` are related to the spin density between `x` and `y`, when `Sp x = Sp y = 0` and `x` has
projection `s`. -/
theorem partner_lowered (h : IsSpinDensity Sp Sm Sz T0 T) (hx : Sp x = 0)
    (hz : Sz x = (s : ℂ) • x) (hy : Sp y = 0) (k : ℕ) :
    s * ⟪x, x⟫_ℂ * ⟪(Sm ^ (k + 1)) x, T ((Sm ^ k) y)⟫_ℂ
      = ⟪(Sm ^ (k + 1)) x, (Sm ^ (k + 1)) x⟫_ℂ * ⟪x, T0 y⟫_ℂ := by
  induction k with
  | zero =>
    have hn := inner_lowered h hx hz 0 x
    have hb := inner_partner (x := x) h hy
    simp only [zero_add, pow_one, pow_zero, Module.End.one_apply, Nat.cast_zero] at hn ⊢
    linear_combination (s * ⟪x, x⟫_ℂ) * hb - ⟪x, T0 y⟫_ℂ * hn
  | succ k ih =>
    -- `T` commutes with lowering, so one `Sm` can be stripped from both sides
    have hT : T ((Sm ^ (k + 1)) y) = Sm (T ((Sm ^ k) y)) := by
      rw [pow_succ_apply, h.partner_comm]
    have hb := inner_lowered h hx hz (k + 1) (T ((Sm ^ k) y))
    have hn := inner_lowered h hx hz (k + 1) ((Sm ^ (k + 1)) x)
    rw [← pow_succ_apply Sm (k + 1) x] at hn
    rw [hT]
    linear_combination (s * ⟪x, x⟫_ℂ) * hb - ⟪x, T0 y⟫_ℂ * hn
      + (((k + 1 : ℕ) : ℂ) + 1) * (2 * s - ((k + 1 : ℕ) : ℂ)) * ih
```

Write \(y_k=S_-^ky\) and \(D=\langle x,T_0y\rangle\). The statement is

\[
s\,n_0\,\langle x_{k+1},Ty_k\rangle=n_{k+1}D .
\]

For \(k=0\), both sides equal \(2s\,n_0D\), by the previous result and \(n_1=2s\,n_0\). For the next step, \(T\) commutes with \(S_-\), so \(Ty_{k+1}=S_-Ty_k\) and

\[
s\,n_0\langle x_{k+2},S_-Ty_k\rangle=c_{k+1}\,s\,n_0\langle x_{k+1},Ty_k\rangle=c_{k+1}n_{k+1}D=n_{k+2}D .
\]

In the code, `hb` and `hn` strip one \(S_-\) from the matrix element and from the norm, and `ih` is the induction hypothesis.

```lean
/-- Scaling of transition spin densities: if `Sp x = Sp y = 0` and `x` has projection `s`, the
`k`-fold lowered states `u` of `x` and `v` of `y` obey `s ‖x‖² ⟨u, T0 v⟩ = (s - k) ‖u‖² ⟨x, T0 y⟩`.
-/
theorem transition_density_scaling (h : IsSpinDensity Sp Sm Sz T0 T) (hx : Sp x = 0)
    (hz : Sz x = (s : ℂ) • x) (hy : Sp y = 0) (k : ℕ) :
    s * ⟪x, x⟫_ℂ * ⟪(Sm ^ k) x, T0 ((Sm ^ k) y)⟫_ℂ
      = (s - k) * ⟪(Sm ^ k) x, (Sm ^ k) x⟫_ℂ * ⟪x, T0 y⟫_ℂ := by
  induction k with
  | zero =>
    simp only [pow_zero, Module.End.one_apply, Nat.cast_zero]
    ring
  | succ k ih =>
    -- move the density operator past one lowering operator
    have hT : T0 ((Sm ^ (k + 1)) y) = Sm (T0 ((Sm ^ k) y)) - T ((Sm ^ k) y) := by
      rw [pow_succ_apply]
      linear_combination (norm := module) h.density_comm ((Sm ^ k) y)
    have ha := inner_lowered h hx hz k (T0 ((Sm ^ k) y))
    have hn := inner_lowered h hx hz k ((Sm ^ k) x)
    rw [← pow_succ_apply Sm k x] at hn
    have hb := partner_lowered h hx hz hy k
    rw [hT, inner_sub_right]
    push_cast
    linear_combination (s * ⟪x, x⟫_ℂ) * ha + ((k : ℂ) + 1) * (2 * s - k) * ih - hb
      - (s - k) * ⟪x, T0 y⟫_ℂ * hn
```

The scaling law comes first for transition densities:

\[
s\,n_0\langle x_k,T_0y_k\rangle=(s-k)\,n_kD .
\]

It is immediate for \(k=0\). The commutator of \(T_0\) with \(S_-\) gives \(T_0y_{k+1}=S_-T_0y_k-Ty_k\), which is `hT`. Hence

\[
\begin{aligned}
s\,n_0\langle x_{k+1},T_0y_{k+1}\rangle
&=c_k\,s\,n_0\langle x_k,T_0y_k\rangle-s\,n_0\langle x_{k+1},Ty_k\rangle\\
&=c_k(s-k)n_kD-n_{k+1}D\\
&=(s-k-1)\,n_{k+1}D .
\end{aligned}
\]

The last `linear_combination` adds up these equations with the coefficients shown in the code.

## The density of a single state

```lean
/-- Spin-density scaling: for a unit state `x` with `Sp x = 0` and projection `s`, the spin
density of the `k`-fold lowered state `z` obeys `s ⟨z, T0 z⟩ = (s - k) ‖z‖² ⟨x, T0 x⟩`. -/
theorem spin_density_scaling (h : IsSpinDensity Sp Sm Sz T0 T) (hx : Sp x = 0)
    (hz : Sz x = (s : ℂ) • x) (hx1 : ‖x‖ = 1) (k : ℕ) :
    s * ⟪(Sm ^ k) x, T0 ((Sm ^ k) x)⟫_ℂ
      = (s - k) * (‖(Sm ^ k) x‖ : ℂ) ^ 2 * ⟪x, T0 x⟫_ℂ := by
  have hself : ∀ v : V, ⟪v, v⟫_ℂ = (‖v‖ : ℂ) ^ 2 := fun v => inner_self_eq_norm_sq_to_K v
  have h1 := transition_density_scaling h hx hz hx k
  rw [hself x, hself ((Sm ^ k) x), hx1, Complex.ofReal_one] at h1
  linear_combination h1
```

Set \(y=x\) and \(\|x\|=1\), so that \(n_0=1\). With \(z=S_-^kx\),

\[
s\,\langle z,T_0z\rangle=(s-k)\,\|z\|^2\,\langle x,T_0x\rangle .
\]

No sign of \(s\) is assumed. The factor \(\|z\|^2\) is easily lost, because \(z\) is generally not normalised even though \(x\) is. For two spins one-half, \(S_-^2\) takes ↑↑ to twice ↓↓. The density of the first spin in that vector is \(-2\), and only division by \(\|z\|^2=4\) gives the physical value \(-1/2\).

```lean
/-- For a unit state `x` with `Sp x = 0` and projection `s ≠ 0`, the normalised spin density of
a nonzero `k`-fold lowered state is `(s - k) / s` times that of `x`. -/
theorem normalized_density (h : IsSpinDensity Sp Sm Sz T0 T) (hx : Sp x = 0)
    (hz : Sz x = (s : ℂ) • x) (hx1 : ‖x‖ = 1) (hs : s ≠ 0) (k : ℕ) (hk : (Sm ^ k) x ≠ 0) :
    ⟪(Sm ^ k) x, T0 ((Sm ^ k) x)⟫_ℂ / (‖(Sm ^ k) x‖ : ℂ) ^ 2
      = (s - k) / s * ⟪x, T0 x⟫_ℂ := by
  have hs' : (s : ℂ) ≠ 0 := Complex.ofReal_ne_zero.mpr hs
  have hn : (‖(Sm ^ k) x‖ : ℂ) ^ 2 ≠ 0 :=
    pow_ne_zero 2 (Complex.ofReal_ne_zero.mpr (norm_ne_zero_iff.mpr hk))
  have hq : (s : ℂ) * (((s : ℂ) - k) / s) = s - k := by field_simp
  rw [div_eq_iff hn]
  apply mul_left_cancel₀ hs'
  linear_combination spin_density_scaling h hx hz hx1 k
    - ⟪x, T0 x⟫_ℂ * (‖(Sm ^ k) x‖ : ℂ) ^ 2 * hq
```

Dividing by \(s\) and \(\|z\|^2\) gives the form used in practice:

\[
\frac{\langle z,T_0z\rangle}{\|z\|^2}=\frac{s-k}{s}\,\langle x,T_0x\rangle=\frac{M}{S}\,\langle x,T_0x\rangle .
\]

The hypotheses `hs` and `hk` say that neither divisor is zero. By the norm relation, \(z\ne0\) whenever \(k\le 2s\). For a doublet, \(s=1/2\) and \(k=1\) give the factor \(-1\): flipping the spin reverses the density everywhere.

```lean
/-- If `Sp x = 0` and `x` has integer projection `k`, the spin density vanishes in the `k`-fold
lowered state. -/
theorem density_zero_of_middle (h : IsSpinDensity Sp Sm Sz T0 T) (hx : Sp x = 0) (k : ℕ)
    (hz : Sz x = (k : ℂ) • x) : ⟪(Sm ^ k) x, T0 ((Sm ^ k) x)⟫_ℂ = 0 := by
  have hz' : Sz x = ((k : ℝ) : ℂ) • x := by rw [Complex.ofReal_natCast]; exact hz
  rcases Nat.eq_zero_or_pos k with rfl | hk
  · -- a singlet is annihilated by lowering as well
    have hS : Sm x = 0 := by simpa using inner_lowered h hx hz' 0 x
    have hb := inner_partner (x := x) h hx
    rw [hS, inner_zero_left] at hb
    simp only [pow_zero, Module.End.one_apply]
    linear_combination (-1 / 2 : ℂ) * hb
  · by_cases hx0 : x = 0
    · simp [hx0]
    · have h1 := transition_density_scaling h hx hz' hx k
      rw [Complex.ofReal_natCast, sub_self, zero_mul, zero_mul] at h1
      exact (mul_eq_zero.mp h1).resolve_left
        (mul_ne_zero (Nat.cast_ne_zero.mpr hk.ne') (inner_self_ne_zero.mpr hx0))
```

If the projection of \(x\) is an integer \(k\), then \(k\) lowerings lead to \(M=0\), where the density vanishes. For \(k\ge1\) and \(x\ne0\), the scaling law reads \(k\,n_0\langle x_k,T_0x_k\rangle=0\) with a nonzero prefactor; for \(x=0\) the claim is trivial.

The singlet, \(k=0\), is the limiting case. There the scaling law reduces to \(0=0\) and says nothing about the density, so the proof takes another route. Since \(n_1=2s\,n_0=0\), the vector \(S_-x\) is zero, and therefore

\[
0=\langle S_-x,Tx\rangle=2\langle x,T_0x\rangle .
\]

## Two spins one-half

```lean
/-- The operator on four-component states given by a matrix. -/
def op (A : Matrix (Fin 4) (Fin 4) ℂ) : Module.End ℂ (EuclideanSpace ℂ (Fin 4)) where
  toFun v := WithLp.toLp 2 (fun i => ∑ j, A i j * v.ofLp j)
  map_add' u v := by ext i; simp [mul_add, Finset.sum_add_distrib]
  map_smul' c v := by ext i; simp [Finset.mul_sum, mul_left_comm]
```

`op` turns a 4 × 4 matrix into a linear map on four-component states, by the usual matrix–vector product.

```lean
/-- Two spins one-half in the basis ↑↑, ↑↓, ↓↑, ↓↓: the total spin, with the z and lowering
operators of the first spin as `T0` and `T`, meets the relations, and ↑↑ is a unit state
with `Sp x = 0`, projection 1 and spin density 1/2. -/
theorem isSpinDensity_witness :
    let Sp := op !![0, 1, 1, 0; 0, 0, 0, 1; 0, 0, 0, 1; 0, 0, 0, 0]
    let Sm := op !![0, 0, 0, 0; 1, 0, 0, 0; 1, 0, 0, 0; 0, 1, 1, 0]
    let Sz := op !![1, 0, 0, 0; 0, 0, 0, 0; 0, 0, 0, 0; 0, 0, 0, -1]
    let T0 := op !![1/2, 0, 0, 0; 0, 1/2, 0, 0; 0, 0, -1/2, 0; 0, 0, 0, -1/2]
    let T := op !![0, 0, 0, 0; 0, 0, 0, 0; 1, 0, 0, 0; 0, 1, 0, 0]
    let x : EuclideanSpace ℂ (Fin 4) := !₂[1, 0, 0, 0]
    IsSpinDensity Sp Sm Sz T0 T ∧ Sp x = 0 ∧ Sz x = ((1 : ℝ) : ℂ) • x ∧ ‖x‖ = 1 ∧
      ⟪x, T0 x⟫_ℂ = 1 / 2 := by
  intro Sp Sm Sz T0 T x
  refine ⟨⟨fun u v => ?_, fun v => ?_, fun v => ?_, fun v => ?_, fun v => ?_, fun v => ?_⟩,
    ?_, ?_, ?_, ?_⟩
  · simp [Sp, Sm, op, PiLp.inner_apply, Fin.sum_univ_four]
    ring
  · ext i; fin_cases i <;> simp [Sp, Sm, Sz, op, Fin.sum_univ_four] <;> ring
  · ext i; fin_cases i <;> simp [Sm, Sz, op, Fin.sum_univ_four]
  · ext i; fin_cases i <;> simp [Sm, T0, T, op, Fin.sum_univ_four] <;> ring
  · ext i; fin_cases i <;> simp [Sm, T, op, Fin.sum_univ_four]
  · ext i; fin_cases i <;> simp [Sp, T0, T, op, Fin.sum_univ_four] <;> ring
  · ext i; fin_cases i <;> simp [Sp, x, op, Fin.sum_univ_four]
  · ext i; fin_cases i <;> simp [Sz, x, op, Fin.sum_univ_four]
  · simp [x, EuclideanSpace.norm_eq, Fin.sum_univ_four]
  · simp [T0, x, op, PiLp.inner_apply, Fin.sum_univ_four]

end SpinDensityScaling
```

Here the assumed relations are verified for a concrete system. The total spin of two spins one-half is written out as matrices, with \(T_0=s_z(1)\) and \(T=s_-(1)\), the operators of the first spin. The state ↑↑ has unit norm, is annihilated by \(S_+\), and has projection 1 and density 1/2. The proof compares components: `fin_cases i` runs through the four basis states, and `simp` and `ring` do the arithmetic.

For this triplet the scaling law gives normalised densities of 1/2, 0 and −1/2 on the first spin, for M = 1, 0 and −1.

```lean
#print axioms SpinDensityScaling.spin_density_scaling
#print axioms SpinDensityScaling.normalized_density
#print axioms SpinDensityScaling.density_zero_of_middle
```

```
'SpinDensityScaling.spin_density_scaling' depends on axioms: [propext, Classical.choice, Quot.sound]
'SpinDensityScaling.normalized_density' depends on axioms: [propext, Classical.choice, Quot.sound]
'SpinDensityScaling.density_zero_of_middle' depends on axioms: [propext, Classical.choice, Quot.sound]
```
